# In the hydrogen ground state, 1/r² has a finite mean, an infinite second moment and a tail approaching (4/3) t^(−3/2)

Q. The hydrogen ground state is smooth away from the nucleus and decays exponentially. Where would a heavy tail come from?

A. From a small ball around the nucleus. Let $r$ be the electron–nucleus distance in atomic units, with radial density $4r^2e^{-2r}$. The Coulomb force has magnitude $1/r^2$, which exceeds 100 when $r<1/10$. There the exponential is close to 1, so the probability is about $\int_0^{1/10}4r^2\,dr=\tfrac43\cdot10^{-3}$. For a threshold of 10,000 the ball has radius $1/100$ and the probability is about $\tfrac43\cdot10^{-6}$. By this estimate, a threshold 100 times higher makes the event only about 1000 times rarer, as in a power law with exponent $3/2$.

```lean
import Mathlib

open MeasureTheory Set Filter Topology

namespace HydrogenForceTail

noncomputable section
```

Q. What does the file take as the density, the force and the probability?

A. Three real functions. `radialDensity` already contains the factor $r^2$ from the volume element, so integrals over it are ordinary integrals in $r$.

```lean
/-- The radial density `4 r² exp(-2r)` of the hydrogen ground state in atomic units,
used on `r > 0`. -/
def radialDensity (r : ℝ) : ℝ := 4 * r ^ 2 * Real.exp (-2 * r)
```

The estimator is "bare" because it is the Coulomb force evaluated at the sampled position, with no variance reduction.

```lean
/-- The magnitude `1/r²` of the bare force estimator, for `r ≠ 0`. -/
def bareForce (r : ℝ) : ℝ := 1 / r ^ 2
```

For a threshold $t$, `tailProb t` integrates the density over the positive $r$ at which the force exceeds $t$.

```lean
/-- The probability that the bare force exceeds `t` when `r` is drawn from the radial density. -/
def tailProb (t : ℝ) : ℝ := ∫ r in {r : ℝ | 0 < r ∧ t < bareForce r}, radialDensity r
```

Q. That is a probability only if the density is normalised.

A. It is: $\int_0^\infty 4r^2e^{-2r}\,dr=4\,\Gamma(3)/2^3=1$. The proof rewrites the integrand in the form of Mathlib's Gamma integral and evaluates $\Gamma(3)=2$.

```lean
/-- The radial density integrates to one over `r > 0`. -/
theorem radialDensity_normalized : ∫ r in Ioi (0 : ℝ), radialDensity r = 1 := by
  have h := Real.integral_rpow_mul_exp_neg_mul_Ioi (a := 3) (r := 2) (by norm_num) (by norm_num)
  have hG : Real.Gamma 3 = 2 := by
    rw [show (3 : ℝ) = ((2 : ℕ) : ℝ) + 1 by norm_num, Real.Gamma_nat_eq_factorial]
    norm_num [Nat.factorial]
  have hp : (1 / 2 : ℝ) ^ (3 : ℝ) = 1 / 8 := by
    rw [show (3 : ℝ) = ((3 : ℕ) : ℝ) by norm_num, Real.rpow_natCast]
    norm_num
  have hc : ∫ r in Ioi (0 : ℝ), radialDensity r
      = ∫ r in Ioi (0 : ℝ), 4 * (r ^ ((3 : ℝ) - 1) * Real.exp (-(2 * r))) := by
    refine setIntegral_congr_fun measurableSet_Ioi (fun r _ => ?_)
    simp only [radialDensity]
    rw [show (3 : ℝ) - 1 = 2 by norm_num, Real.rpow_two, neg_mul]
    ring
  rw [hc, integral_const_mul, h, hG, hp]
  norm_num
```

Q. The force is a vector, and its mean vanishes by symmetry. What do moments of the magnitude tell me?

A. They control the size of the fluctuations. By spherical symmetry, each Cartesian component has one third of the second moment of the magnitude, so it inherits the divergence; this angular step is my own addition to a purely radial file.

For a real order $s$ and $r>0$, the integrand of the moment is
$$\left(\frac1{r^2}\right)^s4r^2e^{-2r}=4r^{2-2s}e^{-2r}.$$
The next lemma proves this by combining real powers of $r$.

```lean
/-- At `r > 0` the integrand of the moment of order `s` of the bare force is
`4 r^(2-2s) exp(-2r)`. -/
theorem moment_integrand (s : ℝ) {r : ℝ} (hr : 0 < r) :
    bareForce r ^ s * radialDensity r = 4 * (r ^ (2 - 2 * s) * Real.exp (-2 * r)) := by
  have h1 : 1 / r ^ 2 = r ^ (-2 : ℝ) := by
    rw [Real.rpow_neg hr.le, Real.rpow_two, one_div]
  have h2 : r ^ (2 - 2 * s) = r ^ (-2 * s) * r ^ 2 := by
    rw [← Real.rpow_two, ← Real.rpow_add hr]
    congr 1
    ring
  unfold bareForce radialDensity
  rw [h1, ← Real.rpow_mul hr.le, h2]
  ring
```

Q. How does finiteness follow, and how is "infinite" expressed?

A. Through `IntegrableOn` on `Ioi 0`, the half-line $r>0$. Lean assigns the value 0 to the integral of a non-integrable function, so the value alone would not reveal a divergence. The integrand here is nonnegative and measurable, and failure of integrability therefore means that the moment is infinite.

Suppose first that the moment is finite. For $0<r<1$ we have $1\le e^2e^{-2r}$, hence
$$r^{2-2s}\le e^2\,r^{2-2s}e^{-2r}.$$
The pure power is then integrable on $(0,1)$, which requires $2-2s>-1$, that is, $s<3/2$. Conversely, if $s<3/2$, the power is integrable at zero and the exponential ensures convergence at infinity. In the proof, `Integrable.mono'` carries out the comparison, and a Mathlib theorem on powers times exponentials gives the converse.

```lean
/-- The moment of real order `s` of the bare force is finite exactly when `s < 3/2`. -/
theorem moment_finite_iff (s : ℝ) :
    IntegrableOn (fun r => bareForce r ^ s * radialDensity r) (Ioi 0) ↔ s < 3 / 2 := by
  have hE : EqOn (fun r : ℝ => bareForce r ^ s * radialDensity r)
      (fun r : ℝ => 4 * (r ^ (2 - 2 * s) * Real.exp (-2 * r))) (Ioi 0) :=
    fun r hr => moment_integrand s (mem_Ioi.1 hr)
  rw [integrableOn_congr_fun hE measurableSet_Ioi]
  constructor
  · intro h
    -- near the nucleus the exponential is bounded below, so the pure power is integrable
    have h1 : IntegrableOn (fun r : ℝ => r ^ (2 - 2 * s)) (Ioo 0 1) := by
      refine Integrable.mono' ((h.mono_set Ioo_subset_Ioi_self).const_mul (Real.exp 2))
        (by fun_prop : Measurable fun r : ℝ => r ^ (2 - 2 * s)).aestronglyMeasurable
        ((ae_restrict_iff' measurableSet_Ioo).2 (ae_of_all _ fun r hr => ?_))
      have hp : 0 ≤ r ^ (2 - 2 * s) := Real.rpow_nonneg hr.1.le _
      have he : 1 ≤ Real.exp 2 * Real.exp (-2 * r) := by
        rw [← Real.exp_add]
        exact Real.one_le_exp (by linarith [hr.2])
      rw [Real.norm_of_nonneg hp]
      nlinarith [mul_le_mul_of_nonneg_left he hp]
    rw [intervalIntegral.integrableOn_Ioo_rpow_iff one_pos] at h1
    linarith
  · intro hs
    have h := integrableOn_rpow_mul_exp_neg_mul_rpow (s := 2 - 2 * s) (p := 1) (b := 2)
      (by linarith) (by norm_num) (by norm_num)
    simp only [Real.rpow_one] at h
    exact h.const_mul 4
```

Q. So the mean, $s=1$, is finite. What is its value?

A. The factors $r^2$ cancel, leaving $\int_0^\infty4e^{-2r}\,dr=2$. The proof does the same cancellation with `field_simp` and then uses the Gamma integral with $\Gamma(1)=1$.

```lean
/-- The mean of the bare force over the radial density is `2`. -/
theorem bareForce_mean : ∫ r in Ioi (0 : ℝ), bareForce r * radialDensity r = 2 := by
  have h := Real.integral_rpow_mul_exp_neg_mul_Ioi (a := 1) (r := 2) (by norm_num) (by norm_num)
  have hc : ∫ r in Ioi (0 : ℝ), bareForce r * radialDensity r
      = ∫ r in Ioi (0 : ℝ), 4 * (r ^ ((1 : ℝ) - 1) * Real.exp (-(2 * r))) := by
    refine setIntegral_congr_fun measurableSet_Ioi (fun r hr => ?_)
    have hr0 : r ≠ 0 := ne_of_gt hr
    simp only [bareForce, radialDensity]
    rw [sub_self, Real.rpow_zero, neg_mul]
    field_simp
  rw [hc, integral_const_mul, h, Real.Gamma_one, Real.rpow_one]
  norm_num
```

Q. Your opening estimate replaced the exponential by 1. How is that controlled?

A. By bounds on a ball of radius $a\ge0$. For $0\le r\le a$ we have $e^{-2a}\le e^{-2r}\le1$. Multiplying by $4r^2$ and integrating gives
$$\tfrac43a^3e^{-2a}\le\int_0^a4r^2e^{-2r}\,dr\le\tfrac43a^3.$$
In the proof, `hI` evaluates the integral of $4r^2$ times a constant, and `integral_mono_on` turns each pointwise inequality into one between integrals.

```lean
/-- The probability of finding the electron within radius `a` lies between
`(4/3) a³ exp(-2a)` and `(4/3) a³`. -/
theorem ball_prob_bounds {a : ℝ} (ha : 0 ≤ a) :
    4 / 3 * a ^ 3 * Real.exp (-2 * a) ≤ ∫ r in (0 : ℝ)..a, radialDensity r ∧
      ∫ r in (0 : ℝ)..a, radialDensity r ≤ 4 / 3 * a ^ 3 := by
  have hI : ∀ c : ℝ, ∫ r in (0 : ℝ)..a, 4 * r ^ 2 * c = 4 / 3 * a ^ 3 * c := by
    intro c
    rw [intervalIntegral.integral_mul_const, intervalIntegral.integral_const_mul, integral_pow]
    push_cast
    ring
  have hρ : Continuous radialDensity := by
    unfold radialDensity
    fun_prop
  have hq : ∀ c : ℝ, Continuous fun r : ℝ => 4 * r ^ 2 * c := fun c => by fun_prop
  constructor
  · rw [← hI]
    refine intervalIntegral.integral_mono_on ha ((hq _).intervalIntegrable _ _)
      (hρ.intervalIntegrable _ _) (fun r hr => ?_)
    exact mul_le_mul_of_nonneg_left (Real.exp_le_exp.2 (by linarith [hr.2])) (by positivity)
  · rw [← mul_one (4 / 3 * a ^ 3), ← hI]
    refine intervalIntegral.integral_mono_on ha (hρ.intervalIntegrable _ _)
      ((hq _).intervalIntegrable _ _) (fun r hr => ?_)
    exact mul_le_mul_of_nonneg_left (Real.exp_le_one_iff.2 (by linarith [hr.1])) (by positivity)
```

Q. And the event "force above $t$" is exactly such a ball?

A. Yes, for $t>0$. With $r>0$,
$$t<\frac1{r^2}\iff tr^2<1\iff(r\sqrt t)^2<1\iff r<\frac1{\sqrt t}.$$
The lemma proves this equality of sets as `hset`, then passes to an integral from 0 to $1/\sqrt t$. The endpoints carry no probability.

```lean
/-- For `t > 0`, the bare force exceeds `t` with the probability of finding the electron
within radius `1/√t`. -/
theorem tailProb_eq {t : ℝ} (ht : 0 < t) :
    tailProb t = ∫ r in (0 : ℝ)..(1 / Real.sqrt t), radialDensity r := by
  have hs : 0 < Real.sqrt t := Real.sqrt_pos.2 ht
  have hset : {r : ℝ | 0 < r ∧ t < bareForce r} = Ioo 0 (1 / Real.sqrt t) := by
    ext r
    simp only [mem_ofPred_eq, mem_Ioo, bareForce]
    refine and_congr_right (fun hr => ?_)
    have hsq : t * r ^ 2 = (r * Real.sqrt t) ^ 2 := by
      rw [mul_pow, Real.sq_sqrt ht.le, mul_comm]
    rw [lt_div_iff₀ (by positivity), lt_div_iff₀ hs, hsq]
    exact pow_lt_one_iff_of_nonneg (by positivity) two_ne_zero
  rw [tailProb, hset, ← integral_Ioc_eq_integral_Ioo,
    ← intervalIntegral.integral_of_le (by positivity)]
```

Q. Then I set $a=1/\sqrt t$ and multiply by $t^{3/2}$?

A. Exactly. Since $t^{3/2}=(\sqrt t)^3$, the factor cancels $a^3$. Writing $P(t)$ for `tailProb t`, we get
$$\tfrac43e^{-2/\sqrt t}\le t^{3/2}P(t)\le\tfrac43\qquad(t>0).$$
At $t=100$ the lower bound is about 82% of the upper one, and at $t=10{,}000$ about 98%. In the code, `hpow` rewrites the power, and `hk` is the cancellation.

```lean
/-- At every `t > 0`, the tail probability times `t^(3/2)` lies between
`(4/3) exp(-2/√t)` and `4/3`. -/
theorem tail_bounds {t : ℝ} (ht : 0 < t) :
    4 / 3 * Real.exp (-2 * (1 / Real.sqrt t)) ≤ t ^ (3 / 2 : ℝ) * tailProb t ∧
      t ^ (3 / 2 : ℝ) * tailProb t ≤ 4 / 3 := by
  have hs : 0 < Real.sqrt t := Real.sqrt_pos.2 ht
  have hpow : t ^ (3 / 2 : ℝ) = Real.sqrt t ^ 3 := by
    rw [Real.sqrt_eq_rpow, ← Real.rpow_natCast, ← Real.rpow_mul ht.le]
    norm_num
  have hk : Real.sqrt t ^ 3 * (1 / Real.sqrt t) ^ 3 = 1 := by
    rw [← mul_pow, mul_one_div_cancel hs.ne', one_pow]
  obtain ⟨hl, hu⟩ := ball_prob_bounds (a := 1 / Real.sqrt t) (by positivity)
  rw [← tailProb_eq ht] at hl hu
  have hl' := mul_le_mul_of_nonneg_left hl (pow_pos hs 3).le
  have hu' := mul_le_mul_of_nonneg_left hu (pow_pos hs 3).le
  rw [hpow]
  constructor
  · refine le_trans (le_of_eq ?_) hl'
    linear_combination (-(4 / 3) * Real.exp (-2 * (1 / Real.sqrt t))) * hk
  · refine le_trans hu' (le_of_eq ?_)
    linear_combination (4 / 3) * hk
```

Q. What does the final theorem state?

A. Three things: $1/r^2$ is integrable against the density, its square is not, and $t^{3/2}P(t)\to4/3$ as $t\to\infty$. The first two are the cases $s=1$ and $s=2$ of the moment criterion. For the third, $1/\sqrt t\to0$ sends the lower bound to $4/3$, the upper bound is already $4/3$, and the squeeze theorem finishes the proof. `atTop` stands for $t\to\infty$, and `𝓝 (4 / 3)` for convergence to $4/3$.

```lean
/-- For the hydrogen radial density the bare force `1/r²` has finite mean and infinite second
moment, and `t^(3/2)` times the probability that it exceeds `t` tends to `4/3`. -/
theorem bareForce_heavy_tailed :
    IntegrableOn (fun r => bareForce r * radialDensity r) (Ioi 0) ∧
      ¬ IntegrableOn (fun r => bareForce r ^ 2 * radialDensity r) (Ioi 0) ∧
      Tendsto (fun t : ℝ => t ^ (3 / 2 : ℝ) * tailProb t) atTop (𝓝 (4 / 3)) := by
  refine ⟨?_, ?_, ?_⟩
  · have h := (moment_finite_iff 1).2 (by norm_num)
    simp only [Real.rpow_one] at h
    exact h
  · intro h
    have h2 := (moment_finite_iff 2).1 (by simpa only [Real.rpow_two] using h)
    norm_num at h2
  · -- squeeze between the two bounds valid at finite `t`
    have h0 : Tendsto (fun t : ℝ => 1 / Real.sqrt t) atTop (𝓝 0) := by
      simpa only [one_div, Function.comp_def] using
        tendsto_inv_atTop_zero.comp Real.tendsto_sqrt_atTop
    have hc : Continuous fun x : ℝ => 4 / 3 * Real.exp (-2 * x) := by fun_prop
    have hl : Tendsto (fun t : ℝ => 4 / 3 * Real.exp (-2 * (1 / Real.sqrt t))) atTop
        (𝓝 (4 / 3)) := by
      have h := (hc.tendsto 0).comp h0
      simp only [mul_zero, Real.exp_zero, mul_one] at h
      exact h
    refine tendsto_of_tendsto_of_tendsto_of_le_of_le' hl tendsto_const_nhds ?_ ?_
    · filter_upwards [eventually_gt_atTop 0] with t ht using (tail_bounds ht).1
    · filter_upwards [eventually_gt_atTop 0] with t ht using (tail_bounds ht).2

end

end HydrogenForceTail
```

```lean
#print axioms HydrogenForceTail.radialDensity_normalized
-- 'HydrogenForceTail.radialDensity_normalized' depends on axioms: [propext, Classical.choice, Quot.sound]
#print axioms HydrogenForceTail.bareForce_mean
-- 'HydrogenForceTail.bareForce_mean' depends on axioms: [propext, Classical.choice, Quot.sound]
#print axioms HydrogenForceTail.bareForce_heavy_tailed
-- 'HydrogenForceTail.bareForce_heavy_tailed' depends on axioms: [propext, Classical.choice, Quot.sound]
```

Q. What should I take from this for a Monte Carlo calculation?

A. For one electron in the exact hydrogen ground state with a fixed nucleus, averaging the bare force over independent samples has a well-defined target but no finite variance, so the usual error bar based on a finite variance has no basis. The file treats the distribution of a single sample. It contains no sampling algorithm, no approximate trial wave function, no second electron and no improved estimator.
